# Baird's rule for ring currents: the Hund triplet of a 4n-site Hückel ring is diatropic

## Ring, orbitals and filling

A ring has $N$ sites, labelled by integers $j$ modulo $N$. An orbital is a list of complex amplitudes $\psi_j$, in Lean a function `ZMod N → ℂ`, so the ring closes by itself.

```lean
import Mathlib

open scoped Real ComplexConjugate

namespace BairdTripletRing

noncomputable section
```

In this model a magnetic field enters only through phases on the hopping, as with London orbitals. Its Zeeman coupling to the electron spins is left out, so the energies below describe the orbital ring current and not the total magnetism of the triplet. The real number $\varphi$ is the phase collected in one trip round the ring, that is, the magnetic flux in dimensionless form. With real hopping strength $t$,

$$(H_\varphi\psi)_j=-t\left(e^{i\varphi/N}\psi_{j+1}+e^{-i\varphi/N}\psi_{j-1}\right).$$

```lean
/-- The one-electron Hamiltonian of a ring of `N ≥ 1` sites threaded by a flux `φ`: hopping
`-t exp(iφ/N)` in one direction and its conjugate in the other. -/
def ringHamiltonian (N : ℕ) (t φ : ℝ) (ψ : ZMod N → ℂ) : ZMod N → ℂ := fun j =>
  -(t : ℂ) * (Complex.exp (Complex.I * φ / N) * ψ (j + 1)
    + Complex.exp (-(Complex.I * φ / N)) * ψ (j - 1))
```

For an integer $k$, the plane wave is $u_k(j)=e^{2\pi i kj/N}$. In Lean the exponential is the standard additive character of `ZMod N`. These waves are unnormalised; the normalised orbital is $u_k/\sqrt N$.

```lean
/-- The plane wave with amplitude `exp(2πikj/N)` on site `j`. -/
def planeWave (N : ℕ) [NeZero N] (k : ℤ) : ZMod N → ℂ := fun j =>
  ZMod.stdAddChar ((k : ZMod N) * j)
```

Write $\varepsilon_k(\varphi)=-2t\cos\frac{2\pi k+\varphi}{N}$, which is `level N t φ k`.

```lean
/-- The orbital energy `-2t cos((2πk + φ)/N)` on a ring of `N ≥ 1` sites. -/
def level (N : ℕ) (t φ : ℝ) (k : ℤ) : ℝ :=
  -2 * t * Real.cos ((2 * π * k + φ) / N)
```

Now let $N=4n$ with $n\ge1$. Spin-up electrons occupy $k=-n,\dots,n$ and spin-down electrons $k=-n+1,\dots,n-1$, which makes $4n$ electrons with two unpaired spins. At $\varphi=0$ the unpaired electrons sit in the nonbonding pair $k=\pm n$, as in Hund's rule. The energy $E(\varphi)$ is the sum of the occupied levels, with the labels $k$ held fixed as $\varphi$ varies. In Lean the triplet is represented by this sum alone, without a many-electron wavefunction or spin operators.

```lean
/-- The energy of the triplet on `4n` sites, `n ≥ 1`: spin-up electrons fill `k = -n, …, n` and
spin-down electrons fill `k = -n+1, …, n-1`. -/
def tripletEnergy (n : ℕ) (t φ : ℝ) : ℝ :=
  ∑ k ∈ Finset.Icc (-(n : ℤ)) n, level (4 * n) t φ k
    + ∑ k ∈ Finset.Icc (-(n : ℤ) + 1) (n - 1), level (4 * n) t φ k
```

The state is called diatropic when $E$ is stationary at $\varphi=0$ and $E''(0)>0$: the energy rises with a small flux of either sign, and the magnetic field of the induced current opposes the applied one.

## (a) Plane waves are eigenvectors

Show for every $N\ge1$ and integer $k$ that

$$H_\varphi u_k=\varepsilon_k(\varphi)\,u_k.$$

**Solution.** A step along the ring gives $u_k(j\pm1)=e^{\pm2\pi ik/N}u_k(j)$. With $\theta=(2\pi k+\varphi)/N$,

$$(H_\varphi u_k)_j=-t\left(e^{i\theta}+e^{-i\theta}\right)u_k(j)=-2t\cos\theta\;u_k(j).$$

In the Lean proof, `hf` and `hb` are the two steps, `hp` and `hm` merge the phases, and `hl` writes the cosine as exponentials.

```lean
/-- Each plane wave is an eigenvector of the ring Hamiltonian, with energy
`-2t cos((2πk + φ)/N)`. -/
theorem ringHamiltonian_planeWave (N : ℕ) [NeZero N] (t φ : ℝ) (k : ℤ) :
    ringHamiltonian N t φ (planeWave N k) = (level N t φ k : ℂ) • planeWave N k := by
  funext j
  -- a step along the ring multiplies the plane wave by a phase
  have hf : planeWave N k (j + 1)
      = planeWave N k j * Complex.exp (2 * π * Complex.I * k / N) := by
    unfold planeWave
    rw [mul_add, mul_one, AddChar.map_add_eq_mul, ZMod.stdAddChar_coe]
  have hb : planeWave N k (j - 1)
      = planeWave N k j * Complex.exp (2 * π * Complex.I * ((-k : ℤ) : ℂ) / N) := by
    unfold planeWave
    rw [← ZMod.stdAddChar_coe, ← AddChar.map_add_eq_mul]
    congr 1
    push_cast
    ring
  have hp : Complex.exp (Complex.I * φ / N) * Complex.exp (2 * π * Complex.I * k / N)
      = Complex.exp ((2 * π * k + φ) / N * Complex.I) := by
    rw [← Complex.exp_add]
    congr 1
    ring
  have hm : Complex.exp (-(Complex.I * φ / N))
        * Complex.exp (2 * π * Complex.I * ((-k : ℤ) : ℂ) / N)
      = Complex.exp (-((2 * π * k + φ) / N) * Complex.I) := by
    rw [← Complex.exp_add]
    congr 1
    push_cast
    ring
  -- the two phases add up to a cosine
  have hl : (level N t φ k : ℂ) = -(t : ℂ) * (Complex.exp ((2 * π * k + φ) / N * Complex.I)
      + Complex.exp (-((2 * π * k + φ) / N) * Complex.I)) := by
    unfold level
    push_cast
    rw [Complex.cos]
    ring
  rw [Pi.smul_apply, smul_eq_mul, hl]
  unfold ringHamiltonian
  rw [hf, hb]
  linear_combination (-(t : ℂ) * planeWave N k j) * (hp + hm)
```

## (b) Different plane waves are orthogonal

Show that if $k\not\equiv l \pmod N$, then

$$\sum_j \overline{u_k(j)}\,u_l(j)=0.$$

**Solution.** Put $\omega=e^{2\pi i(l-k)/N}$. Then $\omega\neq1$ and $\omega^N=1$, so

$$\sum_{j=0}^{N-1}\omega^j=\frac{\omega^N-1}{\omega-1}=0.$$

Labels within one spin filling differ by at most $2n<4n$, so the occupied orbitals of each spin are mutually orthogonal. Being nonzero, they are then linearly independent, so the Pauli principle allows one electron of that spin in each. Lean combines the two factors in `h1` and takes the vanishing character sum from Mathlib.

```lean
/-- Plane waves whose `k` differ modulo `N` are orthogonal. -/
theorem planeWave_orthogonal (N : ℕ) [NeZero N] (k l : ℤ) (h : (k : ZMod N) ≠ l) :
    ∑ j, conj (planeWave N k j) * planeWave N l j = 0 := by
  have h1 : ∀ j : ZMod N, conj (planeWave N k j) * planeWave N l j
      = ZMod.stdAddChar (j * ((l : ZMod N) - (k : ZMod N))) := by
    intro j
    unfold planeWave
    rw [← AddChar.map_neg_eq_conj, ← AddChar.map_add_eq_mul]
    congr 1
    ring
  rw [Finset.sum_congr rfl fun j _ => h1 j,
    AddChar.sum_mulShift _ (ZMod.isPrimitive_stdAddChar N)]
  simp only [if_neg (sub_ne_zero.mpr h.symm), Nat.cast_zero]
```

## (c) A symmetric sum of cosines

Show for real $a,b$ and every integer $m\ge0$ that

$$\sin a\sum_{k=-m}^{m}\cos(2ka+b)=\cos b\,\sin((2m+1)a).$$

**Solution.** For $m=0$ both sides are $\cos b\sin a$. Going from $m$ to $m+1$ adds the terms $k=\pm(m+1)$, whose sum is $2\cos(2(m+1)a)\cos b$. Multiplied by $\sin a$, this is

$$\cos b\left[\sin((2m+3)a)-\sin((2m+1)a)\right],$$

which turns the formula for $m$ into the one for $m+1$.

In Lean, `hs` splits off the new pair, `e1` and `e2` expand its cosines, and `e3` and `e4` expand the two sines.

```lean
/-- The sum of `cos(2ka + b)` over `k = -m, …, m`, multiplied by `sin a`, is
`cos b sin((2m+1)a)`. -/
theorem sum_cos_symmetric (a b : ℝ) (m : ℕ) :
    (∑ k ∈ Finset.Icc (-(m : ℤ)) m, Real.cos (2 * k * a + b)) * Real.sin a
      = Real.cos b * Real.sin ((2 * m + 1) * a) := by
  induction m with
  | zero => simp
  | succ m ih =>
    -- the next shell adds the pair k = m+1 and k = -(m+1)
    have hs : Finset.Icc (-((m + 1 : ℕ) : ℤ)) ((m + 1 : ℕ) : ℤ)
        = insert ((m : ℤ) + 1) (insert (-((m : ℤ) + 1)) (Finset.Icc (-(m : ℤ)) m)) := by
      ext k
      simp only [Finset.mem_insert, Finset.mem_Icc]
      omega
    have e1 : Real.cos (2 * (((m : ℤ) + 1 : ℤ) : ℝ) * a + b)
        = Real.cos (2 * (m + 1) * a) * Real.cos b - Real.sin (2 * (m + 1) * a) * Real.sin b := by
      rw [← Real.cos_add]
      congr 1
      push_cast
      ring
    have e2 : Real.cos (2 * ((-((m : ℤ) + 1) : ℤ) : ℝ) * a + b)
        = Real.cos (2 * (m + 1) * a) * Real.cos b + Real.sin (2 * (m + 1) * a) * Real.sin b := by
      rw [← Real.cos_sub, ← Real.cos_neg]
      congr 1
      push_cast
      ring
    have e3 : Real.sin ((2 * ((m + 1 : ℕ) : ℝ) + 1) * a)
        = Real.sin (2 * (m + 1) * a) * Real.cos a + Real.cos (2 * (m + 1) * a) * Real.sin a := by
      rw [← Real.sin_add]
      congr 1
      push_cast
      ring
    have e4 : Real.sin ((2 * (m : ℝ) + 1) * a)
        = Real.sin (2 * (m + 1) * a) * Real.cos a - Real.cos (2 * (m + 1) * a) * Real.sin a := by
      rw [← Real.sin_sub]
      congr 1
      ring
    rw [e4] at ih
    rw [hs, Finset.sum_insert (by simp only [Finset.mem_insert, Finset.mem_Icc]; omega),
      Finset.sum_insert (by simp only [Finset.mem_Icc]; omega), e1, e2, e3]
    linear_combination ih
```

## (d) The sign of sine and cosine at $\pi/N$

Show for $n\ge1$ that

$$\sin\frac{\pi}{4n}>0,\qquad \cos\frac{\pi}{4n}>0.$$

**Solution.** Since $n\ge1$, we have $0<\pi/(4n)\le\pi/4$, and both functions are positive there. The Lean proof establishes the same two bounds as `h0` and `h1`.

```lean
/-- For `n ≥ 1` the angle `π/(4n)` has positive sine and positive cosine. -/
theorem sin_cos_pos (n : ℕ) (hn : 1 ≤ n) :
    0 < Real.sin (π / (4 * n)) ∧ 0 < Real.cos (π / (4 * n)) := by
  have hn1 : (1 : ℝ) ≤ n := by exact_mod_cast hn
  have hpi := Real.pi_pos
  have h0 : 0 < π / (4 * n) := by positivity
  have h1 : π / (4 * n) ≤ π / 4 := by
    rw [div_le_div_iff₀ (by positivity) (by positivity)]
    nlinarith [mul_le_mul_of_nonneg_left hn1 hpi.le]
  exact ⟨Real.sin_pos_of_pos_of_lt_pi h0 (by linarith),
    Real.cos_pos_of_mem_Ioo ⟨by linarith, by linarith⟩⟩
```

## (e) The triplet energy in closed form

Show for $N=4n$, $n\ge1$, that

$$E(\varphi)=-4t\cos\frac{\varphi}{N}\cot\frac{\pi}{N}.$$

**Solution.** Set $a=\pi/N$ and $b=\varphi/N$, so that $\varepsilon_k=-2t\cos(2ka+b)$. Use (c) with $m=n$ for spin up and $m=n-1$ for spin down. Because $2na=\pi/2$,

$$\sin((2n+1)a)=\sin\left(\tfrac{\pi}{2}+a\right)=\cos a,\qquad \sin((2n-1)a)=\sin\left(\tfrac{\pi}{2}-a\right)=\cos a.$$

By (d) we may divide by $\sin a$. Each spin sum of cosines is then $\cos b\cot a$, and multiplying their total by $-2t$ gives the result.

In Lean, `hl` rewrites the levels, `hu` and `hv` are the two spin sums, and `a1` and `a2` are the angle identities.

```lean
/-- On a ring of `N = 4n` sites, `n ≥ 1`, the triplet energy is
`-4t cos(φ/N) cot(π/N)`. -/
theorem tripletEnergy_eq (n : ℕ) (hn : 1 ≤ n) (t φ : ℝ) :
    tripletEnergy n t φ = -4 * t * Real.cos (φ / (4 * n)) * Real.cot (π / (4 * n)) := by
  have hn0 : (n : ℝ) ≠ 0 := by exact_mod_cast (by omega : n ≠ 0)
  have hsin := (sin_cos_pos n hn).1.ne'
  have hl : ∀ k : ℤ, level (4 * n) t φ k
      = -2 * t * Real.cos (2 * k * (π / (4 * n)) + φ / (4 * n)) := by
    intro k
    have h : (2 * π * k + φ) / ((4 * n : ℕ) : ℝ) = 2 * k * (π / (4 * n)) + φ / (4 * n) := by
      push_cast
      ring
    rw [level, h]
  have hd : Finset.Icc (-(n : ℤ) + 1) (n - 1)
      = Finset.Icc (-((n - 1 : ℕ) : ℤ)) ((n - 1 : ℕ) : ℤ) := by
    congr 1 <;> omega
  -- both spin sums end at an angle π/N away from π/2
  have hu := sum_cos_symmetric (π / (4 * n)) (φ / (4 * n)) n
  have hv := sum_cos_symmetric (π / (4 * n)) (φ / (4 * n)) (n - 1)
  have a1 : (2 * (n : ℝ) + 1) * (π / (4 * n)) = π / (4 * n) + π / 2 := by
    field_simp
    ring
  have a2 : (2 * ((n - 1 : ℕ) : ℝ) + 1) * (π / (4 * n)) = π / 2 - π / (4 * n) := by
    rw [Nat.cast_sub hn, Nat.cast_one]
    field_simp
    ring
  rw [a1, Real.sin_add_pi_div_two, ← eq_div_iff hsin] at hu
  rw [a2, Real.sin_pi_div_two_sub, ← eq_div_iff hsin] at hv
  unfold tripletEnergy
  simp only [hl]
  rw [hd, ← Finset.mul_sum, ← Finset.mul_sum, hu, hv, Real.cot_eq_cos_div_sin]
  ring
```

## (f) The first flux derivative

Show that for every $\varphi$

$$E'(\varphi)=\frac{4t}{N}\sin\frac{\varphi}{N}\cot\frac{\pi}{N}.$$

**Solution.** Differentiate (e): the cosine gives $-\frac1N\sin\frac{\varphi}{N}$, and the two minus signs cancel. `HasDerivAt` states both that $E$ is differentiable at $\varphi$ and what the derivative is.

```lean
/-- For `N = 4n`, `n ≥ 1`, the flux derivative of the triplet energy is
`(4t/N) sin(φ/N) cot(π/N)`. -/
theorem tripletEnergy_hasDerivAt (n : ℕ) (hn : 1 ≤ n) (t φ : ℝ) :
    HasDerivAt (tripletEnergy n t)
      (4 * t / (4 * n) * Real.sin (φ / (4 * n)) * Real.cot (π / (4 * n))) φ := by
  rw [funext (tripletEnergy_eq n hn t)]
  have h : HasDerivAt (fun x : ℝ => x / (4 * n)) (1 / (4 * n)) φ :=
    (hasDerivAt_id' φ).div_const _
  exact ((h.cos.const_mul (-4 * t)).mul_const _).congr_deriv (by ring)
```

## (g) The triplet is diatropic

Show for $n\ge1$ and $t>0$ that

$$E'(0)=0,\qquad E''(0)=\frac{4t}{N^2}\cot\frac{\pi}{N}>0.$$

**Solution.** The first equation is (f) at $\varphi=0$. Differentiating (f) once more gives

$$E''(\varphi)=\frac{4t}{N^2}\cos\frac{\varphi}{N}\cot\frac{\pi}{N},$$

and $\cos0=1$. By (d) the cotangent is positive, and so is $t$.

The theorem's three conjuncts are the stationarity, the value and the sign. Since (f) holds at every flux, Lean can replace the whole function $E'$ before differentiating again in `h2`; `positivity` then settles the sign.

```lean
/-- Baird's rule for the ring current: on `N = 4n` sites with `n ≥ 1` and `t > 0`, the triplet
energy is stationary at zero flux and its second flux derivative there is
`(4t/N²) cot(π/N) > 0`, so the triplet is diatropic. -/
theorem baird_triplet_diatropic (n : ℕ) (hn : 1 ≤ n) (t : ℝ) (ht : 0 < t) :
    HasDerivAt (tripletEnergy n t) 0 0 ∧
    deriv (deriv (tripletEnergy n t)) 0 = 4 * t / (4 * n) ^ 2 * Real.cot (π / (4 * n)) ∧
    0 < deriv (deriv (tripletEnergy n t)) 0 := by
  have hn1 : (0 : ℝ) < n := by exact_mod_cast hn
  have h2 : deriv (deriv (tripletEnergy n t)) 0
      = 4 * t / (4 * n) ^ 2 * Real.cot (π / (4 * n)) := by
    rw [funext fun φ => (tripletEnergy_hasDerivAt n hn t φ).deriv]
    have h : HasDerivAt (fun x : ℝ => x / (4 * n)) (1 / (4 * n)) 0 :=
      (hasDerivAt_id' (0 : ℝ)).div_const _
    rw [((h.sin.const_mul (4 * t / (4 * n))).mul_const _).deriv, zero_div, Real.cos_zero]
    ring
  refine ⟨(tripletEnergy_hasDerivAt n hn t 0).congr_deriv (by simp), h2, ?_⟩
  -- the sign is that of cot(π/N)
  obtain ⟨hs, hc⟩ := sin_cos_pos n hn
  rw [h2, Real.cot_eq_cos_div_sin]
  positivity

end

end BairdTripletRing
```

```lean
#print axioms BairdTripletRing.ringHamiltonian_planeWave
#print axioms BairdTripletRing.planeWave_orthogonal
#print axioms BairdTripletRing.baird_triplet_diatropic
```

```
'BairdTripletRing.ringHamiltonian_planeWave' depends on axioms: [propext, Classical.choice, Quot.sound]
'BairdTripletRing.planeWave_orthogonal' depends on axioms: [propext, Classical.choice, Quot.sound]
'BairdTripletRing.baird_triplet_diatropic' depends on axioms: [propext, Classical.choice, Quot.sound]
```

## The four-site ring, the sign of t, and the chemical rule

For $n=1$ the filling is $k=-1,0,1$ with spin up and $k=0$ with spin down. Then $E(\varphi)=-4t\cos(\varphi/4)$ and $E''(0)=t/4$. On this ring $t=-1$ gives $E''(0)=-1/4$ and $t=0$ gives zero, so with these occupied labels the inequality in (g) requires $t>0$. The state with $t=-1$ is not a Hund triplet, however: for $t<0$ the orbital $k=0$ is the highest at zero flux, not the lowest. On $4n$ sites $\varepsilon_{k+2n}=-\varepsilon_k$, so for $t<0$ shifting every occupied label by $2n$ fills the lowest levels again and gives the energy in (e) with $|t|$ in place of $t$. The Hund triplet is therefore diatropic for either sign of $t$.

Baird's rule in chemistry concerns the lowest triplet of real conjugated rings with $4n$ π electrons. Part (g) gives the ring-current sign it predicts for non-interacting electrons on a uniform ring, in an occupation that is prescribed and not derived by minimising the energy. Within that model, the closed form can serve as a reference value for a Hückel–London ring-current program.
